# The squared norm of $\prod_i(a_i^\dagger)^{n_i}|0\rangle$ is $\prod_i n_i!$ for bosonic modes

Take one mode with $ab-ba=1$, and a linear functional $\omega$ with $\omega(1)=1$ and $\omega(xa)=0$ for every operator $x$. Then

$$\omega(ab)=\omega(ba)+\omega(1)=1 .$$

With two quanta, $ab^2=b^2a+2b$, so $\omega(a^2b^2)=\omega(ab^2a)+2\,\omega(ab)=2$. Each annihilator either removes a creator or reaches the right end and gives zero.

For finitely many independent bosonic modes with occupations $n_i$, the result is

$$\omega\Big(\prod_i a_i^{n_i}\prod_i b_i^{n_i}\Big)=\prod_i n_i! .$$

When $b_i=a_i^\dagger$ and $\omega$ is the vacuum expectation value, this gives the factor $1/\sqrt{\prod_i n_i!}$ that normalises $\prod_i(a_i^\dagger)^{n_i}|0\rangle$ for finitely many bosonic modes, such as harmonic vibrations.

## The objects

Operators are elements of an algebra `A` over a commutative ring `K`; for physics, `K` is $\mathbb C$. The type `ι` labels the modes.

```lean
import Mathlib

open scoped Nat

namespace OccupationNumberNorm

noncomputable section

variable {K A ι : Type*} [CommRing K] [Ring A] [Algebra K A] [DecidableEq ι]

/-- Bosonic ladder relations: the annihilators `a i` commute with each other, and
`a i * b j - b j * a i` is one for equal modes and zero for different modes. -/
structure LadderRelations (a b : ι → A) : Prop where
  comm : ∀ i j, Commute (a i) (a j)
  ccr : ∀ i j, a i * b j - b j * a i = if i = j then 1 else 0

/-- A vacuum functional: it is normalised and vanishes on every operator that ends
with an annihilator on the right. -/
structure IsVacuum (ω : A →ₗ[K] K) (a : ι → A) : Prop where
  normalized : ω 1 = 1
  annihilates : ∀ i x, ω (x * a i) = 0
```

The list `l` selects finitely many modes and fixes the order of multiplication in `modeProduct`. The creators are not assumed to commute with each other.

```lean
/-- The product of the powers `c i ^ n i` over a list of modes, in the order of the list. -/
def modeProduct (c : ι → A) (n : ι → ℕ) (l : List ι) : A :=
  (l.map fun i => c i ^ n i).prod
```

Two lemmas split off the first mode and pass commutation from single factors to a product.

```lean
omit [DecidableEq ι] in
/-- The first mode of the list supplies the leftmost factor of the product. -/
theorem modeProduct_cons (c : ι → A) (n : ι → ℕ) (i : ι) (l : List ι) :
    modeProduct c n (i :: l) = c i ^ n i * modeProduct c n l := by
  simp [modeProduct]

omit [DecidableEq ι] in
/-- An operator that commutes with the ladder operator of each listed mode commutes with
their product. -/
theorem commute_modeProduct {c : ι → A} {n : ι → ℕ} {z : A} {l : List ι}
    (h : ∀ j ∈ l, Commute z (c j)) : Commute z (modeProduct c n l) := by
  induction l with
  | nil => simp [modeProduct]
  | cons j l ih =>
    rw [modeProduct_cons]
    exact ((h j (by simp)).pow_right _).mul_right (ih fun k hk => h k (by simp [hk]))
```

## Same-mode commutator: one quantum at a time

The relation $a_ib_i-b_ia_i=1$ gives the derivative rule

$$ab^{n+1}=b^{n+1}a+(n+1)b^n .$$

It starts from $ab=ba+1$. Multiplying the rule by $b$ on the right gives the next case:

$$ab^{n+2}=b^{n+1}(ba+1)+(n+1)b^{n+1}=b^{n+2}a+(n+2)b^{n+1}.$$

The `calc` block follows this line. If the commutator were zero, $\omega(ab)=\omega(ba)=0$ and the factorials would be lost. Truncated oscillator matrices violate the relation at the cutoff, so the theorem does not apply to them directly.

```lean
/-- Moving an annihilator through `n + 1` creators of the same mode leaves `n + 1` terms
with one creator fewer. -/
theorem annihilator_mul_pow {a b : A} (h : a * b - b * a = 1) (n : ℕ) :
    a * b ^ (n + 1) = b ^ (n + 1) * a + (n + 1) • b ^ n := by
  have h' : a * b = b * a + 1 := sub_eq_iff_eq_add'.mp h
  induction n with
  | zero => simp [h']
  | succ n ih =>
    calc a * b ^ (n + 1 + 1) = (a * b ^ (n + 1)) * b := by
          rw [pow_succ b (n + 1), mul_assoc]
      _ = b ^ (n + 1) * (a * b) + (n + 1) • (b ^ n * b) := by
          rw [ih, add_mul, smul_mul_assoc, mul_assoc]
      _ = b ^ (n + 1) * b * a + (b ^ (n + 1) + (n + 1) • b ^ (n + 1)) := by
          rw [h', mul_add, mul_one, ← pow_succ b n, ← mul_assoc, add_assoc]
      _ = b ^ (n + 1 + 1) * a + (n + 1 + 1) • b ^ (n + 1) := by
          rw [← pow_succ b (n + 1), succ_nsmul (b ^ (n + 1)) (n + 1),
            add_comm (b ^ (n + 1)) ((n + 1) • b ^ (n + 1))]
```

## Annihilation: the state is empty

The field `annihilates` says that $a_i$ kills the vacuum on its right. Let $y$ commute with $a_i$. The derivative rule gives

$$\omega(xa_i^{m+1}b_i^{n+1}y)=\omega(xa_i^mb_i^{n+1}y\,a_i)+(n+1)\,\omega(xa_i^mb_i^ny),$$

and the first term vanishes. Repeating this $m$ times leaves

$$\omega(xa_i^mb_i^ny)=n(n-1)\cdots(n-m+1)\,\omega(xb_i^{n-m}y).$$

For $m>n$ an annihilator reaches the right end and the value is zero; `descFactorial` is then zero too. The Lean induction on `m` treats `n = 0` separately for this reason. Without the condition, $\omega(ab)=1+\omega(ba)$, which in a thermal state exceeds one by the mean occupation.

```lean
/-- Contracting `m` annihilators with `n` creators of one mode inside a vacuum expectation
value, with a right factor `y` that commutes with the annihilator, gives the falling factorial
`n (n - 1) ... (n - m + 1)` times the expectation value with `n - m` creators left. -/
theorem contract_mode {a b : ι → A} {ω : A →ₗ[K] K} (h : LadderRelations a b)
    (hω : IsVacuum ω a) (i : ι) (x : A) {y : A} (hy : Commute (a i) y) (m n : ℕ) :
    ω (x * (a i ^ m * b i ^ n * y)) =
      (n.descFactorial m : K) * ω (x * (b i ^ (n - m) * y)) := by
  induction m generalizing n with
  | zero => simp
  | succ m ih =>
    cases n with
    | zero =>
      -- no creator is left, so the annihilator reaches the right end
      have e : x * (a i ^ (m + 1) * b i ^ 0 * y) = (x * (a i ^ m * y)) * a i := by
        rw [pow_zero, mul_one, pow_succ, mul_assoc (a i ^ m), hy.eq]
        simp only [mul_assoc]
      rw [e, hω.annihilates, Nat.zero_descFactorial_succ, Nat.cast_zero, zero_mul]
    | succ n =>
      have hc : a i * b i - b i * a i = 1 := (h.ccr i i).trans (if_pos rfl)
      have e : x * (a i ^ (m + 1) * b i ^ (n + 1) * y) =
          (x * (a i ^ m * b i ^ (n + 1) * y)) * a i
            + (n + 1) • (x * (a i ^ m * b i ^ n * y)) := by
        calc x * (a i ^ (m + 1) * b i ^ (n + 1) * y)
            = x * (a i ^ m * (a i * b i ^ (n + 1)) * y) := by
              rw [pow_succ (a i) m, mul_assoc (a i ^ m) (a i)]
          _ = x * (a i ^ m * b i ^ (n + 1) * (a i * y))
                + (n + 1) • (x * (a i ^ m * b i ^ n * y)) := by
              rw [annihilator_mul_pow hc n]
              simp only [mul_add, add_mul, mul_smul_comm, smul_mul_assoc, mul_assoc]
          _ = _ := by
              rw [hy.eq]
              simp only [mul_assoc]
      rw [e, map_add, hω.annihilates, zero_add, map_nsmul, ih n,
        Nat.succ_descFactorial_succ, Nat.add_sub_add_right, nsmul_eq_mul, Nat.cast_mul,
        mul_assoc]
```

## Independent, distinct modes

Different modes are independent degrees of freedom: $a_i$ commutes with $a_j$ and $b_j$ for $j\ne i$. Let $A'$ and $B'$ be the products over the modes after $i$. Then

$$a_i^{m_i}A'\,b_i^{n_i}B'=a_i^{m_i}b_i^{n_i}\,A'B',$$

and $a_i$ commutes with $y=A'B'$. Contract mode $i$, absorb $b_i^{n_i-m_i}$ into $x$, and continue with the remaining modes. This is why the induction holds for every `x`; `hb` and `hy` supply the two commutations.

Commuting annihilators are a convenience here: by hand, one could contract the last mode first and avoid them. Distinctness, `l.Nodup`, matters. Listing one mode twice with $n_i=1$ gives $\omega(a^2b^2)=2$, whereas the product over the set of modes gives $1$.

```lean
/-- Contracting all annihilators, mode by mode, gives a product of falling factorials times
the expectation value of the creators left over. -/
theorem contract_all {a b : ι → A} {ω : A →ₗ[K] K} (h : LadderRelations a b)
    (hω : IsVacuum ω a) (m n : ι → ℕ) {l : List ι} (hl : l.Nodup) :
    ∀ x : A, ω (x * (modeProduct a m l * modeProduct b n l)) =
      ((l.map fun i => (n i).descFactorial (m i)).prod : ℕ) *
        ω (x * modeProduct b (fun i => n i - m i) l) := by
  induction l with
  | nil => intro x; simp [modeProduct]
  | cons i l ih =>
    intro x
    obtain ⟨hi, hl'⟩ := List.nodup_cons.mp hl
    have hne : ∀ j ∈ l, i ≠ j := by
      rintro j hj rfl
      exact hi hj
    -- ladder operators of different modes commute
    have hab : ∀ {j k : ι}, j ≠ k → Commute (a j) (b k) := fun {j k} hjk =>
      sub_eq_zero.mp ((h.ccr j k).trans (if_neg hjk))
    have hb : Commute (b i) (modeProduct a m l) :=
      commute_modeProduct fun j hj => (hab (hne j hj).symm).symm
    have hy : Commute (a i) (modeProduct a m l * modeProduct b n l) :=
      (commute_modeProduct fun j _ => h.comm i j).mul_right
        (commute_modeProduct fun j hj => hab (hne j hj))
    have e : modeProduct a m l * (b i ^ n i * modeProduct b n l) =
        b i ^ n i * (modeProduct a m l * modeProduct b n l) := by
      rw [← mul_assoc, ← (hb.pow_left (n i)).eq, mul_assoc]
    rw [modeProduct_cons, modeProduct_cons, mul_assoc (a i ^ m i), e,
      ← mul_assoc (a i ^ m i), contract_mode h hω i x hy, ← mul_assoc x, ih hl']
    simp only [modeProduct_cons, List.map_cons, List.prod_cons, Nat.cast_mul, mul_assoc]
```

## Normalisation: the last factor

Setting $m_i=n_i$ turns each falling factorial into $n_i!$ and leaves $\omega(1)=1$. Without `normalized`, the answer carries a factor $\omega(1)$. For no modes at all, both sides are one.

```lean
/-- For any finite set of modes, the vacuum expectation value of `Π a_i^(n_i) Π b_i^(n_i)`
is the product of the factorials `n_i!`. -/
theorem occupation_norm {a b : ι → A} {ω : A →ₗ[K] K} (h : LadderRelations a b)
    (hω : IsVacuum ω a) (n : ι → ℕ) {l : List ι} (hl : l.Nodup) :
    ω (modeProduct a n l * modeProduct b n l) =
      ((∏ i ∈ l.toFinset, (n i)! : ℕ) : K) := by
  have h0 : modeProduct b (fun i => n i - n i) l = 1 := by simp [modeProduct]
  have h1 := contract_all h hω n n hl 1
  rw [one_mul, one_mul, h0, hω.normalized, mul_one] at h1
  rw [h1, List.prod_toFinset _ hl]
  simp only [Nat.descFactorial_self]
```

## Creators on the left: orthogonality

The same contraction treats unequal occupations. Suppose also that $\omega(b_ix)=0$, so the vacuum bra kills creators. If $n_i<m_i$ in some mode, the falling factorial is zero; if $n_i>m_i$, a creator remains and $\omega$ vanishes. The proof makes this split with `hlt`. For a general functional without the extra condition, $\omega(b)$ may be nonzero. For the vacuum expectation value with $b_i=a_i^\dagger$, the condition holds automatically, since $\langle0|a_i^\dagger$ is the adjoint of $a_i|0\rangle=0$.

```lean
/-- If the functional also vanishes on operators that begin with a creator, the expectation
value is zero whenever the two sets of occupation numbers differ in some listed mode. -/
theorem occupation_orthogonal {a b : ι → A} {ω : A →ₗ[K] K} (h : LadderRelations a b)
    (hω : IsVacuum ω a) (hb : ∀ i x, ω (b i * x) = 0) (m n : ι → ℕ) {l : List ι}
    (hl : l.Nodup) (hmn : ∃ i ∈ l, m i ≠ n i) :
    ω (modeProduct a m l * modeProduct b n l) = 0 := by
  -- a product with at least one creator has no vacuum expectation value
  have hz : ∀ (k : ι → ℕ) (s : List ι), (∃ i ∈ s, k i ≠ 0) → ω (modeProduct b k s) = 0 := by
    intro k s
    induction s with
    | nil => rintro ⟨i, hi, _⟩; simp at hi
    | cons j s ih =>
      rintro ⟨i, hi, hk⟩
      rw [modeProduct_cons]
      by_cases hj : k j = 0
      · rw [hj, pow_zero, one_mul]
        rcases List.mem_cons.mp hi with hij | his
        · exact absurd (hij ▸ hj) hk
        · exact ih ⟨i, his, hk⟩
      · obtain ⟨r, hr⟩ := Nat.exists_eq_succ_of_ne_zero hj
        rw [hr, Nat.succ_eq_add_one, pow_succ', mul_assoc, hb]
  obtain ⟨i, hi, hne⟩ := hmn
  have h1 := contract_all h hω m n hl 1
  rw [one_mul, one_mul] at h1
  rw [h1]
  by_cases hlt : n i < m i
  · have hp : (l.map fun i => (n i).descFactorial (m i)).prod = 0 :=
      List.prod_eq_zero
        (List.mem_map.mpr ⟨i, hi, Nat.descFactorial_eq_zero_iff_lt.mpr hlt⟩)
    rw [hp, Nat.cast_zero, zero_mul]
  · rw [hz _ l ⟨i, hi, by omega⟩, mul_zero]
```

## Adjoint creators: the value $\omega(B^*B)$

With $b_i=a_i^*$ and $B=\prod_i(a_i^*)^{n_i}$, the value is $\omega(B^*B)$. The adjoint reverses the product, and the proof restores its order using commuting annihilators. Without the adjoint relation, the value is only a pairing. Positivity of $\omega$ is not assumed; reading the value as a squared Hilbert-space norm requires it.

```lean
/-- When the creators are the adjoints of the annihilators and `B = Π (a_i*)^(n_i)`, the
value `ω (B* B)` over a list of distinct modes is the product of the factorials `n_i!`. -/
theorem occupation_norm_star [StarRing A] {a : ι → A} {ω : A →ₗ[K] K}
    (h : LadderRelations a (fun i => star (a i))) (hω : IsVacuum ω a) (n : ι → ℕ)
    {l : List ι} (hl : l.Nodup) :
    ω (star (modeProduct (fun i => star (a i)) n l) *
        modeProduct (fun i => star (a i)) n l) =
      ((∏ i ∈ l.toFinset, (n i)! : ℕ) : K) := by
  -- the adjoint reverses the order, which commuting annihilators undo
  have hs : ∀ s : List ι,
      star (modeProduct (fun i => star (a i)) n s) = modeProduct a n s := by
    intro s
    induction s with
    | nil => simp [modeProduct]
    | cons i s ih =>
      rw [modeProduct_cons, modeProduct_cons, star_mul, ih, star_pow, star_star]
      exact ((commute_modeProduct fun j _ => h.comm i j).pow_left (n i)).eq.symm
  rw [hs]
  exact occupation_norm h hω n hl
```

## A model on polynomials

Let $a_i=\partial/\partial x_i$, let $b_i$ be multiplication by $x_i$, and let $\omega(T)$ be the constant term of $T1$.

```lean
/-- Differentiation with respect to the variable of mode `i`, acting on polynomials. -/
def polyAnnihilator (K : Type*) {ι : Type*} [CommRing K] (i : ι) :
    Module.End K (MvPolynomial ι K) :=
  (MvPolynomial.pderiv i).toLinearMap

/-- Multiplication by the variable of mode `i`, acting on polynomials. -/
def polyCreator (K : Type*) {ι : Type*} [CommRing K] (i : ι) :
    Module.End K (MvPolynomial ι K) :=
  LinearMap.mulLeft K (MvPolynomial.X i)

/-- The constant term of the polynomial obtained by applying an operator to `1`. -/
def polyVacuum (K ι : Type*) [CommRing K] : Module.End K (MvPolynomial ι K) →ₗ[K] K where
  toFun T := MvPolynomial.constantCoeff (T 1)
  map_add' S T := by simp
  map_smul' c T := by simp [MvPolynomial.smul_eq_C_mul]
```

The Leibniz rule gives the mixed commutator. Partial derivatives commute because their commutator is a derivation that kills every variable. Finally, $\partial_i1=0$, and $x_ip$ has no constant term for any polynomial $p$, which gives both vacuum conditions.

```lean
/-- Differentiation, multiplication by the variables and the constant term satisfy the
ladder relations and both vacuum conditions. -/
theorem ladder_vacuum_witness (K ι : Type*) [CommRing K] [DecidableEq ι] :
    LadderRelations (polyAnnihilator K (ι := ι)) (polyCreator K) ∧
      IsVacuum (polyVacuum K ι) (polyAnnihilator K) ∧
      ∀ i x, polyVacuum K ι (polyCreator K i * x) = 0 := by
  refine ⟨⟨fun i j => ?_, fun i j => ?_⟩, ⟨?_, fun i x => ?_⟩, fun i x => ?_⟩
  · -- the commutator of two partial derivatives is a derivation that kills each variable
    have hD : ⁅(MvPolynomial.pderiv i : Derivation K (MvPolynomial ι K) (MvPolynomial ι K)),
        (MvPolynomial.pderiv j :
          Derivation K (MvPolynomial ι K) (MvPolynomial ι K))⁆ = 0 := by
      refine MvPolynomial.derivation_ext fun k => ?_
      rw [Derivation.commutator_apply, MvPolynomial.pderiv_X, MvPolynomial.pderiv_X]
      simp only [Pi.single_apply]
      split_ifs <;> simp
    refine LinearMap.ext fun p => ?_
    have hp := congrArg
      (fun D : Derivation K (MvPolynomial ι K) (MvPolynomial ι K) => D p) hD
    simp only [Derivation.commutator_apply, Derivation.zero_apply] at hp
    exact sub_eq_zero.mp hp
  · refine LinearMap.ext fun p => ?_
    change MvPolynomial.pderiv i (MvPolynomial.X j * p)
      - MvPolynomial.X j * MvPolynomial.pderiv i p = _
    rw [Derivation.leibniz, MvPolynomial.pderiv_X]
    by_cases hij : i = j
    · subst hij
      simp
    · simp [hij, Ne.symm hij]
  · simp [polyVacuum]
  · change MvPolynomial.constantCoeff (x (MvPolynomial.pderiv i 1)) = 0
    simp
  · change MvPolynomial.constantCoeff (MvPolynomial.X i * x 1) = 0
    simp

end

end OccupationNumberNorm
```

```lean
#print axioms OccupationNumberNorm.occupation_orthogonal
#print axioms OccupationNumberNorm.occupation_norm_star
```

```
'OccupationNumberNorm.occupation_orthogonal' depends on axioms: [propext, Quot.sound]
'OccupationNumberNorm.occupation_norm_star' depends on axioms: [propext, Classical.choice, Quot.sound]
```
